# Conjugation by its readout gate turns each of the Pauli matrices X, Y and Z into Z

For a single qubit, `basisChange_conj` says that if P is X, Y or Z and U is the gate assigned to P, then U P U† = Z, as an equation between complex 2×2 matrices. In physics this is the rule for reading out a Pauli axis: apply U, then measure Z. With H the Hadamard gate and S = diag(1, i), the gate is H for X and HS† for Y, each times the phase e^{iπ/4}, and the identity for Z. The case P = I is excluded by hypothesis. The attempt treats each operator in turn, splits the matrix equation into its four entries, and leaves `simp` and `norm_num` to check the real and imaginary parts.

An attempt in Lean 4 with a fault in it:

```lean
import Mathlib

open Matrix

namespace BasisChangeConj

noncomputable section

/-- The four labels of single-qubit Pauli operators. -/
inductive Pauli
  | I | X | Y | Z

/-- The 2×2 matrix of a single-qubit Pauli operator. -/
def pauli : Pauli → Matrix (Fin 2) (Fin 2) ℂ
  | .I => 1
  | .X => !![0, 1; 1, 0]
  | .Y => !![0, -Complex.I; Complex.I, 0]
  | .Z => !![1, 0; 0, -1]

/-- Single-qubit gates for reading out a Pauli axis: for X the Hadamard gate up to a phase,
for Y its analogue, and for Z and I no gate at all. -/
def basisChange : Pauli → Matrix (Fin 2) (Fin 2) ℂ
  | .I => 1
  | .X => !![(1 + Complex.I) / 2, (1 + Complex.I) / 2;
             (1 + Complex.I) / 2, (-1 - Complex.I) / 2]
  | .Y => !![(1 + Complex.I) / 2, (1 - Complex.I) / 2;
             (1 + Complex.I) / 2, (-1 + Complex.I) / 2]
  | .Z => 1

variable {ι : Type*} [Fintype ι]

variable [DecidableEq ι]

/-- The readout gate of X, Y or Z turns that operator into Z. -/
theorem basisChange_conj (P : Pauli) (hP : P ≠ .I) :
    basisChange P * pauli P * (basisChange P)ᴴ = pauli .Z := by
  cases P
  · exact absurd rfl hP
  all_goals
    ext i j
    fin_cases i <;> fin_cases j <;>
      simp [basisChange, pauli, Matrix.mul_apply, Fin.sum_univ_two, Complex.ext_iff] <;>
      norm_num

end

end BasisChangeConj
```

The error:

```
Main.lean:36:61: error: unsolved goals
case X.«0».«0»
hP : Pauli.X ≠ Pauli.I
⊢ 1 / 2 * ((1 + -Complex.I) / (starRingEnd ℂ) 2).re - 1 / 2 * ((1 + -Complex.I) / (starRingEnd ℂ) 2).im +
        (1 / 2 * ((1 + -Complex.I) / (starRingEnd ℂ) 2).re - 1 / 2 * ((1 + -Complex.I) / (starRingEnd ℂ) 2).im) =
      1 ∧
    1 / 2 * ((1 + -Complex.I) / (starRingEnd ℂ) 2).im + 1 / 2 * ((1 + -Complex.I) / (starRingEnd ℂ) 2).re = 0

case X.«0».«1»
hP : Pauli.X ≠ Pauli.I
⊢ 1 / 2 * ((1 + -Complex.I) / (starRingEnd ℂ) 2).re - 1 / 2 * ((1 + -Complex.I) / (starRingEnd ℂ) 2).im +
        (1 / 2 * ((-1 + Complex.I) / (starRingEnd ℂ) 2).re - 1 / 2 * ((-1 + Complex.I) / (starRingEnd ℂ) 2).im) =
      0 ∧
    1 / 2 * ((1 + -Complex.I) / (starRingEnd ℂ) 2).im + 1 / 2 * ((1 + -Complex.I) / (starRingEnd ℂ) 2).re +
        (1 / 2 * ((-1 + Complex.I) / (starRingEnd ℂ) 2).im + 1 / 2 * ((-1 + Complex.I) / (starRingEnd ℂ) 2).re) =
      0

case X.«1».«0»
hP : Pauli.X ≠ Pauli.I
⊢ -(1 / 2 * ((1 + -Complex.I) / (starRingEnd ℂ) 2).im) + -(1 / 2 * ((1 + -Complex.I) / (starRingEnd ℂ) 2).re) +
      (1 / 2 * ((1 + -Complex.I) / (starRingEnd ℂ) 2).im + 1 / 2 * ((1 + -Complex.I) / (starRingEnd ℂ) 2).re) =
    0

case X.«1».«1»
hP : Pauli.X ≠ Pauli.I
⊢ -(1 / 2 * ((1 + -Complex.I) / (starRingEnd ℂ) 2).re) + 1 / 2 * ((1 + -Complex.I) / (starRingEnd ℂ) 2).im +
        (1 / 2 * ((-1 + Complex.I) / (starRingEnd ℂ) 2).re - 1 / 2 * ((-1 + Complex.I) / (starRingEnd ℂ) 2).im) =
      -1 ∧
    -(1 / 2 * ((1 + -Complex.I) / (starRingEnd ℂ) 2).im) + -(1 / 2 * ((1 + -Complex.I) / (starRingEnd ℂ) 2).re) +
        (1 / 2 * ((-1 + Complex.I) / (starRingEnd ℂ) 2).im + 1 / 2 * ((-1 + Complex.I) / (starRingEnd ℂ) 2).re) =
      0

case Y.«0».«0»
hP : Pauli.Y ≠ Pauli.I
⊢ 1 / 2 * ((1 + -Complex.I) / (starRingEnd ℂ) 2).re - 1 / 2 * ((1 + -Complex.I) / (starRingEnd ℂ) 2).im +
        (1 / 2 * ((1 + Complex.I) / (starRingEnd ℂ) 2).im + 1 / 2 * ((1 + Complex.I) / (starRingEnd ℂ) 2).re) =
      1 ∧
    1 / 2 * ((1 + -Complex.I) / (starRingEnd ℂ) 2).im + 1 / 2 * ((1 + -Complex.I) / (starRingEnd ℂ) 2).re +
        (-(1 / 2 * ((1 + Complex.I) / (starRingEnd ℂ) 2).re) + 1 / 2 * ((1 + Complex.I) / (starRingEnd ℂ) 2).im) =
      0

case Y.«0».«1»
hP : Pauli.Y ≠ Pauli.I
⊢ 1 / 2 * ((1 + -Complex.I) / (starRingEnd ℂ) 2).re - 1 / 2 * ((1 + -Complex.I) / (starRingEnd ℂ) 2).im +
        (1 / 2 * ((-1 + -Complex.I) / (starRingEnd ℂ) 2).im + 1 / 2 * ((-1 + -Complex.I) / (starRingEnd ℂ) 2).re) =
      0 ∧
    1 / 2 * ((1 + -Complex.I) / (starRingEnd ℂ) 2).im + 1 / 2 * ((1 + -Complex.I) / (starRingEnd ℂ) 2).re +
        (-(1 / 2 * ((-1 + -Complex.I) / (starRingEnd ℂ) 2).re) + 1 / 2 * ((-1 + -Complex.I) / (starRingEnd ℂ) 2).im) =
      0

case Y.«1».«0»
hP : Pauli.Y ≠ Pauli.I
⊢ -(1 / 2 * ((1 + -Complex.I) / (starRingEnd ℂ) 2).re) + 1 / 2 * ((1 + -Complex.I) / (starRingEnd ℂ) 2).im +
        (1 / 2 * ((1 + Complex.I) / (starRingEnd ℂ) 2).im + 1 / 2 * ((1 + Complex.I) / (starRingEnd ℂ) 2).re) =
      0 ∧
    -(1 / 2 * ((1 + -Complex.I) / (starRingEnd ℂ) 2).im) + -(1 / 2 * ((1 + -Complex.I) / (starRingEnd ℂ) 2).re) +
        (-(1 / 2 * ((1 + Complex.I) / (starRingEnd ℂ) 2).re) + 1 / 2 * ((1 + Complex.I) / (starRingEnd ℂ) 2).im) =
      0

case Y.«1».«1»
hP : Pauli.Y ≠ Pauli.I
⊢ -(1 / 2 * ((1 + -Complex.I) / (starRingEnd ℂ) 2).re) + 1 / 2 * ((1 + -Complex.I) / (starRingEnd ℂ) 2).im +
        (1 / 2 * ((-1 + -Complex.I) / (starRingEnd ℂ) 2).im + 1 / 2 * ((-1 + -Complex.I) / (starRingEnd ℂ) 2).re) =
      -1 ∧
    -(1 / 2 * ((1 + -Complex.I) / (starRingEnd ℂ) 2).im) + -(1 / 2 * ((1 + -Complex.I) / (starRingEnd ℂ) 2).re) +
        (-(1 / 2 * ((-1 + -Complex.I) / (starRingEnd ℂ) 2).re) + 1 / 2 * ((-1 + -Complex.I) / (starRingEnd ℂ) 2).im) =
      0
```

As a diff, the version that Lean accepts:

```diff
@@ -35,4 +35,5 @@
 theorem basisChange_conj (P : Pauli) (hP : P ≠ .I) :
     basisChange P * pauli P * (basisChange P)ᴴ = pauli .Z := by
+  have h2 : (starRingEnd ℂ) 2 = 2 := Complex.ext (by simp) (by simp)
   cases P
   · exact absurd rfl hP
@@ -40,5 +41,5 @@
     ext i j
     fin_cases i <;> fin_cases j <;>
-      simp [basisChange, pauli, Matrix.mul_apply, Fin.sum_univ_two, Complex.ext_iff] <;>
+      simp [basisChange, pauli, Matrix.mul_apply, Fin.sum_univ_two, Complex.ext_iff, h2] <;>
       norm_num
 
```

The error lists eight unsolved goals, the four entries for X and the four for Y. In all of them stands `(starRingEnd ℂ) 2`, the complex conjugate of 2. It comes from the adjoint `(basisChange P)ᴴ`, whose entries are conjugates of fractions over 2: `simp` carried the conjugation into numerator and denominator, but left the conjugated 2 as it was. The real and imaginary parts of the quotients therefore stayed unevaluated, and `norm_num` could not finish the arithmetic. The Z case has no such fractions and does not appear among the errors.

The repair first proves `h2`, that the conjugate of 2 is 2, by comparing real and imaginary parts with `Complex.ext`. Adding `h2` to the `simp` call lets it replace the conjugated denominator by plain 2, after which the quotients can be evaluated and the entries checked. Both changes are needed: one supplies the equation, the other puts it to use.
